# Excess charge of a separated fragment in a Coulomb fit constrained only in total charge

Fit the densities of two separated fragments A and B by minimising their summed Coulomb fitting error, with the total charge as the only constraint. If both metrics are positive definite and both charge vectors are nonzero, fragment A ends up with the excess charge

(g_A d_B − g_B d_A) / (g_A + g_B).

Here d is the charge that a fragment's unconstrained fit misses, and g = n·J⁻¹n measures how readily its fitting basis takes up charge, with J the Coulomb metric and n the vector of charges of the fitting functions. The excess vanishes only if d_A/g_A = d_B/g_B. For density fitting in electronic structure, this means that a single global charge constraint does not in general keep fragments correctly charged, even in the limit treated here, where they no longer interact.

```lean
import Mathlib

open Matrix

namespace FragmentChargeLeak

noncomputable section
```

## Fragments and their fitting errors

Let ρ be the exact density of a fragment and c the coefficients of its fit. Besides J and n, the fit needs the Coulomb projections b of ρ on the fitting functions, the exact charge N and the self-repulsion U of ρ. The structure `Fragment ι` holds these data, with the fitting functions labelled by a finite type `ι`. They are arbitrary real numbers; nothing requires them to come from an actual density.

```lean
/-- The density-fitting data of one fragment. -/
structure Fragment (ι : Type*) where
  /-- Coulomb metric of the fitting functions -/
  J : Matrix ι ι ℝ
  /-- Coulomb projections of the exact density on the fitting functions -/
  b : ι → ℝ
  /-- charges of the fitting functions -/
  n : ι → ℝ
  /-- exact charge of the fragment -/
  N : ℝ
  /-- Coulomb self-repulsion of the exact density -/
  U : ℝ
```

The fitted density has the charge n·c, written `F.n ⬝ᵥ c` in Lean.

```lean
variable {ι κ : Type*} [Fintype ι] [DecidableEq ι] [Fintype κ] [DecidableEq κ]

/-- The charge of the fitted density with coefficients `c`. -/
def Fragment.charge (F : Fragment ι) (c : ι → ℝ) : ℝ := F.n ⬝ᵥ c
```

The self-repulsion of the difference between exact and fitted density, without a factor ½, is

E(c) = U − 2 b·c + c·Jc.

```lean
/-- The Coulomb self-repulsion of the difference between exact and fitted density. -/
def Fragment.fitError (F : Fragment ι) (c : ι → ℝ) : ℝ :=
  F.U - 2 * (F.b ⬝ᵥ c) + c ⬝ᵥ F.J *ᵥ c
```

From here on, the informal derivation takes J to be positive definite (and so symmetric). Without a constraint the minimum then lies at c = J⁻¹b, which misses the charge

d = N − n·J⁻¹b.

```lean
/-- The charge `d` missing from the unconstrained fit `J⁻¹ b`, for an invertible metric. -/
def Fragment.missing (F : Fragment ι) : ℝ := F.N - F.n ⬝ᵥ F.J⁻¹ *ᵥ F.b
```

The charge response is g = n·J⁻¹n.

```lean
/-- The charge response `g = nᵀ J⁻¹ n` of the fitting basis, for an invertible metric. -/
def Fragment.response (F : Fragment ι) : ℝ := F.n ⬝ᵥ F.J⁻¹ *ᵥ F.n
```

A constraint on the charge adds a Lagrange term −2μ(n·c − N) to the error. Stationarity then gives Jc = b + μn, so the fit is shifted to

s(μ) = J⁻¹(b + μn).

The multiplier μ acts as a potential that draws charge into the fit.

```lean
/-- The fit `J⁻¹ (b + μ n)` shifted by a charge potential `μ`, for an invertible metric. -/
def Fragment.shiftedFit (F : Fragment ι) (μ : ℝ) : ι → ℝ := F.J⁻¹ *ᵥ (F.b + μ • F.n)
```

For two fragments with coefficients x and y, separation means that the errors simply add: there is no Coulomb term between A and B. This is the limit of infinite distance. `IsTotalFit` says that x and y have the correct total charge and that no other pair with that total charge has a smaller summed error.

```lean
/-- The coefficients `x`, `y` of two separated fragments minimise the summed fitting error
among all coefficients that reproduce the total charge. -/
def IsTotalFit (A : Fragment ι) (B : Fragment κ) (x : ι → ℝ) (y : κ → ℝ) : Prop :=
  A.charge x + B.charge y = A.N + B.N ∧
    ∀ x' y', A.charge x' + B.charge y' = A.N + B.N →
      A.fitError x + B.fitError y ≤ A.fitError x' + B.fitError y'
```

There is one constraint, hence one multiplier. Its value will turn out to be

μ = (d_A + d_B) / (g_A + g_B).

```lean
/-- The charge potential `(d_A + d_B) / (g_A + g_B)` common to both fragments, for
`g_A + g_B ≠ 0`. -/
def commonPotential (A : Fragment ι) (B : Fragment κ) : ℝ :=
  (A.missing + B.missing) / (A.response + B.response)
```

A different model would treat the pair as one system, with a block metric over `ι ⊕ κ`. Separation would then be the vanishing of the off-diagonal blocks, together with projections that come from each fragment's own density. That version could also describe finite distances, where the excess charge would depend on the coupling blocks and no longer on g and d alone.

## Charge as a function of the potential

The inverse of a positive definite matrix is positive definite, so n·J⁻¹n > 0 whenever n ≠ 0. Physically, n ≠ 0 says that at least one fitting function carries charge; a basis of p functions alone would not do. In the proof, `star_trivial` removes the complex conjugation from Mathlib's general statement.

```lean
/-- The charge response is positive for a positive definite metric and a nonzero charge
vector. -/
theorem response_pos (F : Fragment ι) (hJ : F.J.PosDef) (hn : F.n ≠ 0) :
    0 < F.response := by
  have h := hJ.inv.dotProduct_mulVec_pos hn
  rw [star_trivial] at h
  exact h
```

The charge of the shifted fit follows by linearity:

n·s(μ) = n·J⁻¹b + μ n·J⁻¹n = N − d + μg.

A fragment on its own would therefore need the potential d/g to be charged correctly.

```lean
/-- A charge potential `μ` changes the charge of the fit linearly, with slope `g`. -/
theorem charge_shiftedFit (F : Fragment ι) (μ : ℝ) :
    F.charge (F.shiftedFit μ) = F.N - F.missing + μ * F.response := by
  simp only [Fragment.charge, Fragment.shiftedFit, Fragment.missing, Fragment.response,
    Matrix.mulVec_add, Matrix.mulVec_smul, dotProduct_add, dotProduct_smul, smul_eq_mul]
  ring
```

## The error around a shifted fit

Write c = s + v with s = s(μ). Since J is symmetric and Js = b + μn,

E(c) = E(s) − 2 b·v + 2 v·Js + v·Jv
= E(s) + 2μ n·v + v·Jv.

The expansion is exact, because E is quadratic. In Lean, `hz` is the equation Js = b + μn, while `hR` and `hL` evaluate the products in which s stands to the right or to the left of J. Only `hL` uses the symmetry of J, which is part of `PosDef`.

```lean
/-- For a positive definite metric, the fitting error of any coefficients `c` is that of the
shifted fit, plus `2μ` times the difference in charge, plus the Coulomb self-repulsion of the
difference between the two fits. -/
theorem fitError_expand (F : Fragment ι) (hJ : F.J.PosDef) (μ : ℝ) (c : ι → ℝ) :
    F.fitError c = F.fitError (F.shiftedFit μ)
      + 2 * μ * (F.charge c - F.charge (F.shiftedFit μ))
      + (c - F.shiftedFit μ) ⬝ᵥ F.J *ᵥ (c - F.shiftedFit μ) := by
  have hdet : IsUnit F.J.det := hJ.det_pos.ne'.isUnit
  have hT : F.Jᵀ = F.J := by
    have h := hJ.isHermitian.eq
    rwa [Matrix.conjTranspose_eq_transpose_of_trivial] at h
  -- the shifted fit solves the fitting equations with potential μ
  have hz : F.J *ᵥ F.shiftedFit μ = F.b + μ • F.n := by
    rw [Fragment.shiftedFit, Matrix.mulVec_mulVec, Matrix.mul_nonsing_inv _ hdet,
      Matrix.one_mulVec]
  have hR : ∀ v, v ⬝ᵥ F.J *ᵥ F.shiftedFit μ = F.b ⬝ᵥ v + μ * (F.n ⬝ᵥ v) := by
    intro v
    rw [hz, dotProduct_comm, add_dotProduct, smul_dotProduct, smul_eq_mul]
  have hL : F.shiftedFit μ ⬝ᵥ F.J *ᵥ c = F.b ⬝ᵥ c + μ * (F.n ⬝ᵥ c) := by
    rw [Matrix.dotProduct_mulVec, ← Matrix.mulVec_transpose, hT, hz, add_dotProduct,
      smul_dotProduct, smul_eq_mul]
  simp only [Fragment.fitError, Fragment.charge, Matrix.mulVec_sub, sub_dotProduct,
    dotProduct_sub, hL, hR]
  ring
```

## One potential for both fragments

With the common μ, the shifted fits s_A and s_B have the total charge

N_A + N_B − (d_A + d_B) + μ(g_A + g_B) = N_A + N_B.

Now add the two expansions for any x and y with the correct total charge. The linear terms sum to 2μ times the difference of two equal total charges, which is zero:

E_A(x) + E_B(y) = E_A(s_A) + E_B(s_B) + (x − s_A)·J_A(x − s_A) + (y − s_B)·J_B(y − s_B).

Both quadratic terms are nonnegative and vanish only at x = s_A and y = s_B. The pair of shifted fits is therefore a minimiser, and the only one.

The cancellation is a single line of Lean, `linear_combination eA x + eB y + 2 * μ * (h - key)`. This tactic proves an equation from a stated combination of known ones and leaves `ring` to check that the two sides match. Here `eA` and `eB` are the expansions, `h` is the charge constraint on x and y, and `key` is the same constraint for the shifted fits. The coefficient `2 * μ` is, up to sign, the factor in front of the constraint in the Lagrange term. As the constraint fixes only the sum of the charges, one coefficient has to cancel the linear terms of both fragments, which works because they share μ.

```lean
/-- For positive definite metrics and nonzero charge vectors, the total-charge fit exists and
is unique: both fragments are shifted by the same charge potential. -/
theorem isTotalFit_iff (A : Fragment ι) (B : Fragment κ) (hA : A.J.PosDef) (hB : B.J.PosDef)
    (hnA : A.n ≠ 0) (hnB : B.n ≠ 0) (x : ι → ℝ) (y : κ → ℝ) :
    IsTotalFit A B x y ↔
      x = A.shiftedFit (commonPotential A B) ∧ y = B.shiftedFit (commonPotential A B) := by
  have hg : A.response + B.response ≠ 0 :=
    (add_pos (response_pos A hA hnA) (response_pos B hB hnB)).ne'
  have hm : commonPotential A B * (A.response + B.response) = A.missing + B.missing :=
    div_mul_cancel₀ _ hg
  have hcA := charge_shiftedFit A (commonPotential A B)
  have hcB := charge_shiftedFit B (commonPotential A B)
  have eA := fitError_expand A hA (commonPotential A B)
  have eB := fitError_expand B hB (commonPotential A B)
  generalize commonPotential A B = μ at *
  have key : A.charge (A.shiftedFit μ) + B.charge (B.shiftedFit μ) = A.N + B.N := by
    linear_combination hcA + hcB + hm
  -- the terms linear in the charges cancel between the fragments
  have expand : ∀ x y, A.charge x + B.charge y = A.N + B.N →
      A.fitError x + B.fitError y =
        A.fitError (A.shiftedFit μ) + B.fitError (B.shiftedFit μ)
        + (x - A.shiftedFit μ) ⬝ᵥ A.J *ᵥ (x - A.shiftedFit μ)
        + (y - B.shiftedFit μ) ⬝ᵥ B.J *ᵥ (y - B.shiftedFit μ) := by
    intro x y h
    linear_combination eA x + eB y + 2 * μ * (h - key)
  have pA : ∀ v, v ≠ 0 → 0 < v ⬝ᵥ A.J *ᵥ v := by
    intro v hv
    have h := hA.dotProduct_mulVec_pos hv
    rwa [star_trivial] at h
  have pB : ∀ v, v ≠ 0 → 0 < v ⬝ᵥ B.J *ᵥ v := by
    intro v hv
    have h := hB.dotProduct_mulVec_pos hv
    rwa [star_trivial] at h
  have nA : ∀ v, 0 ≤ v ⬝ᵥ A.J *ᵥ v := by
    intro v
    rcases eq_or_ne v 0 with h | h
    · simp [h]
    · exact (pA v h).le
  have nB : ∀ v, 0 ≤ v ⬝ᵥ B.J *ᵥ v := by
    intro v
    rcases eq_or_ne v 0 with h | h
    · simp [h]
    · exact (pB v h).le
  constructor
  · rintro ⟨hc, hmin⟩
    have h1 := hmin _ _ key
    have h2 := expand x y hc
    constructor
    · by_contra hne
      linarith [pA _ (sub_ne_zero.mpr hne), nB (y - B.shiftedFit μ)]
    · by_contra hne
      linarith [pB _ (sub_ne_zero.mpr hne), nA (x - A.shiftedFit μ)]
  · rintro ⟨rfl, rfl⟩
    refine ⟨key, fun x' y' h => ?_⟩
    linarith [expand x' y' h, nA (x' - A.shiftedFit μ), nB (y' - B.shiftedFit μ)]
```

## The charge left on fragment A

Inserting μ into the charge of s_A gives

n_A·x − N_A = μg_A − d_A
= [g_A(d_A + d_B) − d_A(g_A + g_B)] / (g_A + g_B)
= (g_A d_B − g_B d_A) / (g_A + g_B).

Fragment B carries the opposite excess, by the constraint.

```lean
/-- For positive definite metrics and nonzero charge vectors, a fit constrained only in its
total charge leaves fragment A with excess charge `(g_A d_B - g_B d_A) / (g_A + g_B)`. -/
theorem excess_charge (A : Fragment ι) (B : Fragment κ) (hA : A.J.PosDef) (hB : B.J.PosDef)
    (hnA : A.n ≠ 0) (hnB : B.n ≠ 0) {x : ι → ℝ} {y : κ → ℝ} (h : IsTotalFit A B x y) :
    A.charge x - A.N =
      (A.response * B.missing - B.response * A.missing) / (A.response + B.response) := by
  have hg : A.response + B.response ≠ 0 :=
    (add_pos (response_pos A hA hnA) (response_pos B hB hnB)).ne'
  have hm : commonPotential A B * (A.response + B.response) = A.missing + B.missing :=
    div_mul_cancel₀ _ hg
  rw [((isTotalFit_iff A B hA hB hnA hnB x y).mp h).1, charge_shiftedFit, eq_div_iff hg]
  linear_combination A.response * hm
```

The denominator is positive, so the excess is zero exactly when g_A d_B = g_B d_A. Dividing by g_A g_B gives d_A/g_A = d_B/g_B: each fragment on its own would need the same potential.

```lean
/-- For positive definite metrics and nonzero charge vectors, the total-charge fit gives
fragment A its exact charge if and only if `d_A / g_A = d_B / g_B`. -/
theorem charge_exact_iff (A : Fragment ι) (B : Fragment κ) (hA : A.J.PosDef)
    (hB : B.J.PosDef) (hnA : A.n ≠ 0) (hnB : B.n ≠ 0) {x : ι → ℝ} {y : κ → ℝ}
    (h : IsTotalFit A B x y) :
    A.charge x = A.N ↔ A.missing / A.response = B.missing / B.response := by
  have gA := response_pos A hA hnA
  have gB := response_pos B hB hnB
  have e : A.charge x = A.N ↔ A.response * B.missing - B.response * A.missing = 0 := by
    rw [← sub_eq_zero (a := A.charge x), excess_charge A B hA hB hnA hnB h,
      div_eq_zero_iff, or_iff_left (add_pos gA gB).ne']
  rw [e, div_eq_div_iff gA.ne' gB.ne']
  constructor <;> intro h' <;> linarith
```

## A well-fitted fragment that gains a quarter charge

Take one fitting function per fragment, with J = n = N = U = 1. The first fragment has b = 1, so its free fit has the exact charge and d_A = 0.

```lean
/-- A fragment of unit charge with one fitting function and projection 1. -/
def wellFitted : Fragment (Fin 1) := ⟨1, fun _ => 1, fun _ => 1, 1, 1⟩
```

The second has b = 1/2, so d_B = 1/2.

```lean
/-- A fragment of unit charge with one fitting function and projection 1/2. -/
def poorlyFitted : Fragment (Fin 1) := ⟨1, fun _ => 1 / 2, fun _ => 1, 1, 1⟩
```

With g_A = g_B = 1 the common potential is 1/4, and the coefficients are 5/4 and 3/4. The first fragment, faultless when fitted alone, now has 1/4 too much charge. Minimality can be checked directly: putting y = 2 − x into the summed error gives

2(x − 5/4)² + 7/8,

and `nlinarith` needs only the square as a hint.

```lean
/-- The unconstrained fit of the first fragment misses no charge, yet the total-charge fit
with the poorly fitted second fragment gives it an excess charge of 1/4. -/
theorem excess_charge_witness :
    wellFitted.missing = 0 ∧
      IsTotalFit wellFitted poorlyFitted (fun _ => 5 / 4) (fun _ => 3 / 4) ∧
      wellFitted.charge (fun _ => 5 / 4) - wellFitted.N = 1 / 4 := by
  refine ⟨?_, ⟨?_, ?_⟩, ?_⟩
  · simp only [Fragment.missing, wellFitted, inv_one, Matrix.one_mulVec, dotProduct,
      Fin.sum_univ_one]
    norm_num
  · simp only [Fragment.charge, wellFitted, poorlyFitted, dotProduct, Fin.sum_univ_one]
    norm_num
  · intro x y h
    simp only [Fragment.charge, Fragment.fitError, wellFitted, poorlyFitted,
      Matrix.one_mulVec, dotProduct, Fin.sum_univ_one] at h ⊢
    -- eliminate the second coefficient by the charge constraint
    have hy : y 0 = 2 - x 0 := by linarith
    rw [hy]
    nlinarith [sq_nonneg (x 0 - 5 / 4)]
  · simp only [Fragment.charge, wellFitted, dotProduct, Fin.sum_univ_one]
    norm_num

end

end FragmentChargeLeak
```

```lean
#print axioms FragmentChargeLeak.excess_charge
#print axioms FragmentChargeLeak.charge_exact_iff
```

```
'FragmentChargeLeak.excess_charge' depends on axioms: [propext, Classical.choice, Quot.sound]
'FragmentChargeLeak.charge_exact_iff' depends on axioms: [propext, Classical.choice, Quot.sound]
```
